# Among momentum occupations 0 ≤ f ≤ 1 with the particle number of a Fermi ball, the filled ball has the least kinetic energy

## Can fractional occupation beat the Fermi sea?

I describe a gas of fermions by an occupation function f on momentum space that may take any value between 0 and 1, not by a list of filled plane waves. Textbooks say that the lowest kinetic energy at a given density belongs to the filled ball of radius kF. For filled and empty states I can see this by moving one particle at a time, but f may be fractional everywhere and may have a long tail. Is there a rigorous proof that covers every such f, and can it be checked by machine? I would also like to know whether the filled ball is the only minimiser.

## At fixed particle number, every deviation from the ball has a non-negative cost

Yes to all three, with uniqueness up to a set of momenta of measure zero. The proof rests on an exact formula for the excess energy, from which the inequality can be read off.

Let k range over R^d, let kF ≥ 0, and let B be the open ball ‖k‖ < kF. Write s(k) for the Fermi sea, which is 1 in B and 0 elsewhere. Energies are in units where a particle of momentum k has energy ‖k‖². The particle number and kinetic energy of f, and those of the filled ball, are

N = ∫ f(k) dk,  E = ∫ ‖k‖² f(k) dk

N₀ = volume of B,  E₀ = ∫_B ‖k‖² dk

and N and E are assumed finite.

### The sign of each contribution

Compare the energy measured from the Fermi level, ‖k‖² − kF², with the deviation f(k) − s(k).

Inside B the first is negative. The second is f(k) − 1, which is at most 0 because f ≤ 1: only holes are possible there. Outside B the first is at least 0, and the second is f(k), which is also at least 0: only added particles are possible there. In both cases the product is non-negative, so

(‖k‖² − kF²)(f(k) − s(k)) = |‖k‖² − kF²| · |f(k) − s(k)|

for every k.

### From the sign to the energy

Integrate both sides. On the left, the four terms give E, kF² N, E₀ and kF² N₀:

(E − kF² N) − (E₀ − kF² N₀) = ∫ |‖k‖² − kF²| · |f(k) − s(k)| dk

This holds for any particle number. It compares energy minus chemical potential times particle number, at chemical potential kF². Now set N = N₀. The terms with kF² cancel, and

E − E₀ = ∫ |‖k‖² − kF²| · |f(k) − s(k)| dk ≥ 0

which is the claim.

### Equality and the high-momentum tail

Suppose that kF > 0 and E = E₀. A non-negative function with integral zero vanishes almost everywhere, so at almost every k one of the two factors is zero. The first is zero only on the Fermi sphere ‖k‖ = kF, which has measure zero. Hence f = s almost everywhere. Conversely, if f = s almost everywhere, the two energies agree.

The same formula limits the tail. Let K ≥ kF. Where ‖k‖ ≥ K we have s(k) = 0, and the integrand is (‖k‖² − kF²) f(k), which is at least (K² − kF²) f(k). The rest of momentum space contributes a non-negative amount, so

(K² − kF²) ∫_{‖k‖ ≥ K} f(k) dk ≤ E − E₀

For K > kF, the number of particles with momentum at least K is therefore at most (E − E₀)/(K² − kF²).

### What the Lean statements say

`Momentum d` is `EuclideanSpace ℝ (Fin d)`, that is, R^d with the Euclidean norm and Lebesgue measure. The structure `IsOccupation f` collects four conditions: f is at least 0 at every k, at most 1 at every k, integrable, and integrable after multiplication by ‖k‖². The first two stand for the Pauli principle, since the mean occupation of a single fermion state lies between 0 and 1. They are assumed here and not derived from antisymmetric wave functions. The last two say that particle number and kinetic energy are finite, and integrability in Mathlib includes measurability up to a null set. The energy condition matters because Mathlib gives a non-integrable function the integral 0, which would make an infinite energy look small.

`fermiSea kF` is s, the indicator function of the open ball. In `bathtub`, the hypothesis `hN` says that ∫ f equals `volume.real (ball (0 : Momentum d) kF)`, the volume of the ball as a real number. The conclusion is E₀ ≤ E, with E₀ written as an integral over the ball.

`bathtub_eq_iff` assumes kF > 0 and states that E = E₀ holds if and only if `f =ᵐ[volume] fermiSea kF`, meaning equality almost everywhere. For kF = 0 the ball is empty, and the particle number alone already forces f = 0 almost everywhere. `excited_particles_le` is the tail bound in product form, so it also makes sense at K = kF.

Physical prefactors are left out. For particles of mass m, with k as wave vector and for one spin component, the particle density is N/(2π)^d and the kinetic energy density is (ħ²/2m) E/(2π)^d. The filled ball carries the same factors, so the comparison is unaffected.

The model is a continuum of momenta, as for an infinite system; a finite box with discrete plane waves is not treated. The weight is fixed to ‖k‖², so the bathtub principle for a general dispersion relation cannot be obtained just by citing `bathtub`. No closed formula for E₀ is computed.

For the uniform electron gas, the result identifies the filled ball as the minimiser of the kinetic energy alone, at fixed density in one spin component; with interactions, the total energy may favour a different f. In three dimensions, the Thomas–Fermi kinetic energy functional for unpolarised electrons assigns to each point the kinetic energy density of two such filled balls, one for each spin component, each holding half of the local density.

### The file and its proof

```lean
import Mathlib

open MeasureTheory Metric

namespace FermiSeaBathtub

noncomputable section

/-- Momentum space in `d` dimensions. -/
abbrev Momentum (d : ℕ) := EuclideanSpace ℝ (Fin d)

variable {d : ℕ} {f : Momentum d → ℝ} {kF : ℝ}

/-- A momentum occupation function: it obeys the Pauli bounds `0 ≤ f ≤ 1` and has finite
particle number and finite kinetic energy. -/
structure IsOccupation (f : Momentum d → ℝ) : Prop where
  nonneg : ∀ k, 0 ≤ f k
  le_one : ∀ k, f k ≤ 1
  integrable : Integrable f
  integrable_energy : Integrable (fun k => ‖k‖ ^ 2 * f k)

/-- The Fermi sea: occupation one inside the ball of radius `kF`, zero outside. -/
def fermiSea (kF : ℝ) : Momentum d → ℝ :=
  (ball (0 : Momentum d) kF).indicator (fun _ => 1)

/-- Weighting the Fermi sea with `‖k‖²` gives `‖k‖²` cut off at the ball of radius `kF`. -/
theorem energy_mul_fermiSea (kF : ℝ) :
    (fun k : Momentum d => ‖k‖ ^ 2 * fermiSea kF k) =
      (ball (0 : Momentum d) kF).indicator (fun k => ‖k‖ ^ 2) := by
  ext k
  by_cases hk : k ∈ ball (0 : Momentum d) kF
  · rw [fermiSea, Set.indicator_of_mem hk, Set.indicator_of_mem hk, mul_one]
  · rw [fermiSea, Set.indicator_of_notMem hk, Set.indicator_of_notMem hk, mul_zero]

/-- The Fermi sea is itself an occupation function. -/
theorem fermiSea_isOccupation (kF : ℝ) : IsOccupation (fermiSea kF : Momentum d → ℝ) := by
  -- a continuous function cut off at a ball is integrable
  have key : ∀ g : Momentum d → ℝ, Continuous g →
      Integrable ((ball (0 : Momentum d) kF).indicator g) := fun g hg =>
    (integrable_indicator_iff measurableSet_ball).2
      ((hg.continuousOn.integrableOn_compact (isCompact_closedBall 0 kF)).mono_set
        ball_subset_closedBall)
  refine ⟨fun k => ?_, fun k => ?_, key _ continuous_const, ?_⟩
  · exact Set.indicator_nonneg (fun _ _ => zero_le_one) k
  · exact Set.indicator_le_self' (fun _ _ => zero_le_one) k
  · rw [energy_mul_fermiSea]
    exact key _ (by fun_prop)

/-- For `kF ≥ 0`, the energy relative to the Fermi level and the deviation of an occupation
function from the Fermi sea never have opposite signs. -/
theorem deviation_sign (hf : IsOccupation f) (hkF : 0 ≤ kF) (k : Momentum d) :
    |‖k‖ ^ 2 - kF ^ 2| * |f k - fermiSea kF k| =
      (‖k‖ ^ 2 * f k - kF ^ 2 * f k) -
        (‖k‖ ^ 2 * fermiSea kF k - kF ^ 2 * fermiSea kF k) := by
  have h0 := hf.nonneg k
  have h1 := hf.le_one k
  have hn := norm_nonneg k
  by_cases hk : k ∈ ball (0 : Momentum d) kF
  · -- inside the ball only holes are possible
    have hs : fermiSea kF k = 1 := Set.indicator_of_mem hk _
    have hlt : ‖k‖ < kF := mem_ball_zero_iff.1 hk
    rw [hs, abs_of_nonpos (by nlinarith), abs_of_nonpos (by linarith)]
    ring
  · -- outside the ball only particles are possible
    have hs : fermiSea kF k = 0 := Set.indicator_of_notMem hk _
    have hle : kF ≤ ‖k‖ := not_lt.1 fun h => hk (mem_ball_zero_iff.2 h)
    rw [hs, abs_of_nonneg (by nlinarith), abs_of_nonneg (by linarith)]
    ring

/-- For `kF ≥ 0`, the absolute deviation of an occupation function from the Fermi sea, weighted with
the distance in energy from the Fermi level, is integrable. -/
theorem integrable_deviation (hf : IsOccupation f) (hkF : 0 ≤ kF) :
    Integrable (fun k => |‖k‖ ^ 2 - kF ^ 2| * |f k - fermiSea kF k|) := by
  have hs := fermiSea_isOccupation (d := d) kF
  simp only [deviation_sign hf hkF]
  exact (hf.integrable_energy.sub (hf.integrable.const_mul _)).sub
    (hs.integrable_energy.sub (hs.integrable.const_mul _))

/-- Let `kF ≥ 0`. For an occupation function, the energy minus `kF²` times the particle number
exceeds its value in the Fermi sea by the integral of `|‖k‖² - kF²|` times the absolute value of the
deviation from the Fermi sea. -/
theorem grand_potential_excess (hf : IsOccupation f) (hkF : 0 ≤ kF) :
    ((∫ k, ‖k‖ ^ 2 * f k) - kF ^ 2 * ∫ k, f k) -
        ((∫ k in ball (0 : Momentum d) kF, ‖k‖ ^ 2) -
          kF ^ 2 * volume.real (ball (0 : Momentum d) kF)) =
      ∫ k, |‖k‖ ^ 2 - kF ^ 2| * |f k - fermiSea kF k| := by
  have hs := fermiSea_isOccupation (d := d) kF
  have hA : Integrable (fun k => ‖k‖ ^ 2 * f k - kF ^ 2 * f k) :=
    hf.integrable_energy.sub (hf.integrable.const_mul _)
  have hB : Integrable (fun k : Momentum d =>
      ‖k‖ ^ 2 * fermiSea kF k - kF ^ 2 * fermiSea kF k) :=
    hs.integrable_energy.sub (hs.integrable.const_mul _)
  -- particle number and energy of the Fermi sea
  have hN : ∫ k : Momentum d, fermiSea kF k = volume.real (ball (0 : Momentum d) kF) := by
    unfold fermiSea
    rw [integral_indicator measurableSet_ball, setIntegral_const, smul_eq_mul, mul_one]
  have hE : ∫ k : Momentum d, ‖k‖ ^ 2 * fermiSea kF k =
      ∫ k in ball (0 : Momentum d) kF, ‖k‖ ^ 2 := by
    rw [energy_mul_fermiSea, integral_indicator measurableSet_ball]
  simp only [deviation_sign hf hkF]
  rw [integral_sub hA hB, integral_sub hf.integrable_energy (hf.integrable.const_mul _),
    integral_sub hs.integrable_energy (hs.integrable.const_mul _),
    integral_const_mul, integral_const_mul, hN, hE]

/-- **Bathtub principle for the kinetic energy `‖k‖²`.** Among occupation functions whose particle
number is the volume of the ball of radius `kF ≥ 0`, none has a kinetic energy below that of the
filled ball. -/
theorem bathtub (hf : IsOccupation f) (hkF : 0 ≤ kF)
    (hN : ∫ k, f k = volume.real (ball (0 : Momentum d) kF)) :
    ∫ k in ball (0 : Momentum d) kF, ‖k‖ ^ 2 ≤ ∫ k, ‖k‖ ^ 2 * f k := by
  have h := grand_potential_excess hf hkF
  have hpos : 0 ≤ ∫ k, |‖k‖ ^ 2 - kF ^ 2| * |f k - fermiSea kF k| :=
    integral_nonneg fun k => mul_nonneg (abs_nonneg _) (abs_nonneg _)
  rw [hN] at h
  linarith

/-- For `kF > 0` and particle number equal to the volume of the ball of radius `kF`, the minimal
kinetic energy is attained exactly by the Fermi sea, up to a set of momenta of measure zero. -/
theorem bathtub_eq_iff (hf : IsOccupation f) (hkF : 0 < kF)
    (hN : ∫ k, f k = volume.real (ball (0 : Momentum d) kF)) :
    ∫ k, ‖k‖ ^ 2 * f k = ∫ k in ball (0 : Momentum d) kF, ‖k‖ ^ 2 ↔
      f =ᵐ[volume] fermiSea kF := by
  constructor
  · intro hE
    have h := grand_potential_excess hf hkF.le
    rw [hN, hE, sub_self] at h
    have hz := (integral_eq_zero_iff_of_nonneg
      (fun k => mul_nonneg (abs_nonneg _) (abs_nonneg _))
      (integrable_deviation hf hkF.le)).1 h.symm
    -- the Fermi sphere has measure zero
    have hsph : ∀ᵐ k : Momentum d, k ∈ (sphere (0 : Momentum d) kF)ᶜ :=
      compl_mem_ae_iff.2 (Measure.addHaar_sphere_of_ne_zero volume 0 hkF.ne')
    filter_upwards [hz, hsph] with k hk hks
    rcases mul_eq_zero.1 hk with h1 | h1
    · have h2 : ‖k‖ ^ 2 = kF ^ 2 := sub_eq_zero.1 (abs_eq_zero.1 h1)
      have h3 : ‖k‖ = kF := (sq_eq_sq₀ (norm_nonneg k) hkF.le).1 h2
      exact absurd (mem_sphere_zero_iff_norm.2 h3) hks
    · exact sub_eq_zero.1 (abs_eq_zero.1 h1)
  · intro h
    rw [← integral_indicator measurableSet_ball, ← energy_mul_fermiSea]
    exact integral_congr_ae (h.mono fun k hk => by simp only [hk])

/-- Let `0 ≤ kF ≤ K` and let the particle number be the volume of the ball of radius `kF`. The
number of particles with momentum at least `K`, times `K² - kF²`, is at most the excess of the
kinetic energy over that of the filled ball. -/
theorem excited_particles_le (hf : IsOccupation f) (hkF : 0 ≤ kF) {K : ℝ} (hK : kF ≤ K)
    (hN : ∫ k, f k = volume.real (ball (0 : Momentum d) kF)) :
    (K ^ 2 - kF ^ 2) * ∫ k in (ball (0 : Momentum d) K)ᶜ, f k ≤
      (∫ k, ‖k‖ ^ 2 * f k) - ∫ k in ball (0 : Momentum d) kF, ‖k‖ ^ 2 := by
  have h := grand_potential_excess hf hkF
  have hint := integrable_deviation hf hkF
  -- beyond `K` the deviation is `f` itself and costs at least `K² - kF²` per particle
  have h1 : ∫ k in (ball (0 : Momentum d) K)ᶜ, (K ^ 2 - kF ^ 2) * f k ≤
      ∫ k in (ball (0 : Momentum d) K)ᶜ, |‖k‖ ^ 2 - kF ^ 2| * |f k - fermiSea kF k| := by
    refine setIntegral_mono_on (hf.integrable.const_mul _).integrableOn hint.integrableOn
      measurableSet_ball.compl fun k hk => ?_
    have hle : K ≤ ‖k‖ := not_lt.1 fun h => hk (mem_ball_zero_iff.2 h)
    have hs : fermiSea kF k = 0 :=
      Set.indicator_of_notMem (fun h => hk (ball_subset_ball hK h)) _
    rw [hs, sub_zero, abs_of_nonneg (hf.nonneg k)]
    refine mul_le_mul_of_nonneg_right (le_trans ?_ (le_abs_self _)) (hf.nonneg k)
    nlinarith
  have h2 := setIntegral_le_integral (s := (ball (0 : Momentum d) K)ᶜ) hint
    (Filter.Eventually.of_forall fun k => mul_nonneg (abs_nonneg _) (abs_nonneg _))
  rw [integral_const_mul] at h1
  rw [hN] at h
  linarith

end

end FermiSeaBathtub
```

```lean
#print axioms FermiSeaBathtub.bathtub
#print axioms FermiSeaBathtub.bathtub_eq_iff
#print axioms FermiSeaBathtub.excited_particles_le
```

```
'FermiSeaBathtub.bathtub' depends on axioms: [propext, Classical.choice, Quot.sound]
'FermiSeaBathtub.bathtub_eq_iff' depends on axioms: [propext, Classical.choice, Quot.sound]
'FermiSeaBathtub.excited_particles_le' depends on axioms: [propext, Classical.choice, Quot.sound]
```

Two lemmas prepare the Fermi sea. `energy_mul_fermiSea` says that multiplying s by ‖k‖² gives ‖k‖² cut off at the ball. `fermiSea_isOccupation` shows that s satisfies all four conditions. Its integrability comes from the fact that a continuous function is integrable on the compact closed ball, and hence on the open ball inside it.

`deviation_sign` is the pointwise identity with its two sides exchanged: the absolute values stand on the left, and the product without them is multiplied out on the right, so that it can be integrated term by term. The command `by_cases` splits momentum space into the inside and the outside of the ball. In each case `abs_of_nonpos` or `abs_of_nonneg` removes the absolute values, `nlinarith` and `linarith` supply the signs, and `ring` compares the two sides.

`integrable_deviation` uses this identity to write the cost as a combination of four integrable functions. `grand_potential_excess` then carries out the integration. The facts `hN` and `hE` inside its proof evaluate the particle number and energy of the Fermi sea, and `integral_sub` and `integral_const_mul` split the cost integral into its four terms.

In `bathtub`, the cost integral is non-negative because its integrand is a product of absolute values. Rewriting with the number constraint makes the two terms with kF² equal, and `linarith` finishes the argument.

For the forward direction of `bathtub_eq_iff`, `integral_eq_zero_iff_of_nonneg` turns a zero integral into an integrand that is zero almost everywhere. `Measure.addHaar_sphere_of_ne_zero` provides the null set, the Fermi sphere. `filter_upwards` combines the two, leaving a single k off the sphere at which one factor vanishes. If it is the first, then ‖k‖ = kF, a contradiction; if it is the second, then f(k) = s(k). The backward direction replaces f by s under the integral.

`excited_particles_le` follows the tail estimate in two steps. In `h1`, `setIntegral_mono_on` compares the integrands on the region ‖k‖ ≥ K. In `h2`, `setIntegral_le_integral` bounds the cost from that region by the total cost, which the excess formula identifies with E − E₀.
